# The least-squares intercept is the exact mean of a function spanned by 1 and zero-mean controls, when 1 and the controls are independent on the sample

A least-squares fit is taken here to be any global minimiser of the sum of squared residuals, rather than the output of a particular formula or solver. With this definition, existence and uniqueness of the fit have to be proved, and rank-deficient samples can be treated as well.

Let $\Omega$ be a finite set of states with real weights $p(\omega)$ that sum to one, and write $\langle f\rangle=\sum_\omega p(\omega)f(\omega)$ for the exact mean of an observable $f$. Let $g_k$, with $k$ in a finite index set $K$, be control functions with $\langle g_k\rangle=0$, and suppose that

$$f(\omega)=c+\sum_{k\in K} b_k\,g_k(\omega)$$

for real numbers $c$ and $b_k$. A sample is a list of states $x_0,\dots,x_{n-1}$, possibly with repetitions. For an intercept $a$ and coefficients $\beta_k$, define the regression function and its squared error by

$$m_{a,\beta}(\omega)=a+\sum_{k\in K}\beta_k\,g_k(\omega),\qquad S_f(a,\beta)=\sum_{i=0}^{n-1}\bigl(f(x_i)-m_{a,\beta}(x_i)\bigr)^2 .$$

If 1 and the controls are linearly independent on the sample, then

$$(a,\beta)\ \text{minimises}\ S_f\quad\Longleftrightarrow\quad a=\langle f\rangle\ \text{and}\ \beta=b .$$

The sample mean of $f$ may be far from $\langle f\rangle$, but the fitted intercept has no sampling error.

## Where a Monte Carlo code meets this identity

In a basic form of regression control variates, a code evaluates $f$ and the controls at the sampled states, fits $f$ by least squares, and reports the intercept as its estimate of $\langle f\rangle$. The identity describes the limiting case in which the controls account for all the variation of $f$.

It also supplies a check of an implementation. Choose $c$ and $b$, build $f$ from controls whose means are known to vanish, and run the regression on any sample on which 1 and the controls are linearly independent. Up to rounding and the conditioning of the solve, the intercept must be $c$, even for a small or badly unbalanced sample.

In variational Monte Carlo on a finite configuration space, restricted to the configurations where the trial wave function does not vanish and with normalised weights proportional to its squared modulus, a real local energy can play the part of $f$. The intercept is then the exact variational energy, provided that the local energy is exactly a constant plus a combination of the zero-mean controls and that the independence condition holds.

## From zero residuals to the exact intercept

**The mean of $f$ is $c$.** Exchanging the two finite sums gives

$$\langle f\rangle=c\sum_\omega p(\omega)+\sum_k b_k\sum_\omega p(\omega)g_k(\omega)=c\cdot 1+\sum_k b_k\cdot 0=c .$$

**The fits are the interpolating parameters.** Since $f=m_{c,b}$, we have $S_f(c,b)=0$. A sum of squares is never negative, so the minimum is zero, and $(a,\beta)$ is a fit exactly when $S_f(a,\beta)=0$. This happens exactly when every residual vanishes:

$$m_{a,\beta}(x_i)=m_{c,b}(x_i)\quad\text{for all } i .$$

**Independence fixes the parameters.** The regression function is linear in its parameters, so the last condition reads $m_{a-c,\,\beta-b}(x_i)=0$ for all $i$. Independence on the sample means that only zero parameters give a regression function vanishing at every $x_i$. Hence $a=c=\langle f\rangle$ and $\beta=b$. Conversely, these parameters have zero error and are therefore a fit.

**Without independence, uniqueness fails.** Suppose that nonzero parameters $(a,\beta)$ satisfy $m_{a,\beta}(x_i)=0$ for all $i$. Then $(c-a,\,b-\beta)$ also reproduces $f$ on the sample and is a second fit. For $f$ in the span, the fit is thus unique if and only if independence holds.

**The intercept needs less.** Suppose that coefficients $d_k$ satisfy $\sum_k d_k g_k(x_i)=1$ for all $i$. Then $(c+1,\,b-d)$ is a fit with the wrong intercept. In the other direction, if some fit has $a\neq c$, its interpolation condition rearranges to

$$\sum_k\frac{b_k-\beta_k}{a-c}\,g_k(x_i)=1\quad\text{for all } i .$$

Every fit therefore has the exact intercept if and only if no combination of the controls equals 1 on the whole sample. A control entered twice destroys uniqueness of the coefficients but need not violate this weaker condition.

**A general observable.** Let $f$ now be arbitrary, and let $r=f-m_{c,b}$ for any chosen $c$ and $b$. At each sampled point,

$$r(x_i)-m_{a-c,\,\beta-b}(x_i)=f(x_i)-m_{a,\beta}(x_i).$$

The two squared errors agree, so $(a,\beta)$ fits $f$ exactly when $(a-c,\,\beta-b)$ fits $r$. Subtracting a control-variate model before the regression only shifts the fitted parameters.

**Two states and three draws.** Take weights $1/4$ and $3/4$ on states 0 and 1, and one control with values $3$ and $-1$. Its mean is $3/4-3/4=0$. The observable $f=1+2g$ has values $7$ and $-1$ and exact mean $7/4-3/4=1$. The draws $0,1,1$ give the plain average $(7-1-1)/3=5/3$. On this sample $a+3\beta=0$ and $a-\beta=0$ force $a=\beta=0$, so independence holds and the regression intercept is 1.

## The Lean file

```lean
import Mathlib

open Finset

namespace RegressionControlVariates

noncomputable section

variable {Ω K : Type*} [Fintype K] {n : ℕ}

/-- The exact mean of an observable `f` under the weights `p` on a finite space. -/
def mean [Fintype Ω] (p f : Ω → ℝ) : ℝ := ∑ ω, p ω * f ω

/-- The regression function with intercept `a` and coefficients `β` on the controls `g`. -/
def model (g : K → Ω → ℝ) (a : ℝ) (β : K → ℝ) (ω : Ω) : ℝ :=
  a + ∑ k, β k * g k ω

/-- The sum of squared residuals of the regression function over the sample `x`. -/
def sqError (x : Fin n → Ω) (g : K → Ω → ℝ) (f : Ω → ℝ) (a : ℝ) (β : K → ℝ) : ℝ :=
  ∑ i, (f (x i) - model g a β (x i)) ^ 2

/-- The parameters `(a, β)` minimise the sum of squared residuals over the sample. -/
def IsFit (x : Fin n → Ω) (g : K → Ω → ℝ) (f : Ω → ℝ) (a : ℝ) (β : K → ℝ) : Prop :=
  ∀ a' β', sqError x g f a β ≤ sqError x g f a' β'

/-- The constant function and the controls are linearly independent on the sample. -/
def IndependentOn (x : Fin n → Ω) (g : K → Ω → ℝ) : Prop :=
  ∀ a β, (∀ i, model g a β (x i) = 0) → a = 0 ∧ β = 0

/-- The regression function of a difference of parameters is the difference of the
regression functions. -/
theorem model_sub (g : K → Ω → ℝ) (a c : ℝ) (β b : K → ℝ) (ω : Ω) :
    model g (a - c) (β - b) ω = model g a β ω - model g c b ω := by
  simp only [model, Pi.sub_apply, sub_mul, Finset.sum_sub_distrib]
  ring

/-- Under normalised weights, a constant plus a combination of zero-mean controls has
that constant as its exact mean. -/
theorem mean_model [Fintype Ω] {p : Ω → ℝ} {g : K → Ω → ℝ} (hp : ∑ ω, p ω = 1)
    (hg : ∀ k, mean p (g k) = 0) (c : ℝ) (b : K → ℝ) : mean p (model g c b) = c := by
  -- exchange the sum over states with the sum over controls
  have h : ∑ ω, p ω * ∑ k, b k * g k ω = 0 := by
    simp_rw [Finset.mul_sum]
    rw [Finset.sum_comm]
    apply Finset.sum_eq_zero
    intro k _
    have hk := hg k
    unfold mean at hk
    calc ∑ ω, p ω * (b k * g k ω) = b k * ∑ ω, p ω * g k ω := by
          rw [Finset.mul_sum]
          exact Finset.sum_congr rfl (fun _ _ => by ring)
      _ = 0 := by rw [hk, mul_zero]
  simp only [mean, model, mul_add, Finset.sum_add_distrib]
  rw [h, ← Finset.sum_mul, hp]
  ring

/-- When the observable is itself a regression function, the least-squares fits are
exactly the parameters that reproduce it at every sampled point. -/
theorem isFit_iff_interpolates (x : Fin n → Ω) (g : K → Ω → ℝ) (c : ℝ) (b : K → ℝ)
    (a : ℝ) (β : K → ℝ) :
    IsFit x g (model g c b) a β ↔ ∀ i, model g a β (x i) = model g c b (x i) := by
  constructor
  · intro h i
    -- the true parameters have zero error, so the minimum is zero
    have h0 : sqError x g (model g c b) c b = 0 := by simp [sqError]
    have h1 := h c b
    rw [h0] at h1
    have h2 : (model g c b (x i) - model g a β (x i)) ^ 2
        ≤ sqError x g (model g c b) a β :=
      Finset.single_le_sum
        (f := fun j => (model g c b (x j) - model g a β (x j)) ^ 2)
        (fun j _ => sq_nonneg _) (Finset.mem_univ i)
    have h3 : (model g c b (x i) - model g a β (x i)) ^ 2 = 0 :=
      le_antisymm (h2.trans h1) (sq_nonneg _)
    have h4 := pow_eq_zero_iff (two_ne_zero) |>.mp h3
    linarith
  · intro h a' β'
    have h0 : sqError x g (model g c b) a β = 0 := by simp [sqError, h]
    rw [h0]
    exact Finset.sum_nonneg (fun _ _ => sq_nonneg _)

/-- Under normalised weights, let `f` be a constant plus a combination of zero-mean controls. On any
finite sample where 1 and the controls are independent, the only least-squares fit has the exact
mean of `f` as intercept and the true coefficients. -/
theorem isFit_iff_exact_mean [Fintype Ω] {p f : Ω → ℝ} {g : K → Ω → ℝ} {c : ℝ}
    {b : K → ℝ} (hp : ∑ ω, p ω = 1) (hg : ∀ k, mean p (g k) = 0)
    (hf : ∀ ω, f ω = c + ∑ k, b k * g k ω) {x : Fin n → Ω} (hx : IndependentOn x g)
    (a : ℝ) (β : K → ℝ) : IsFit x g f a β ↔ a = mean p f ∧ β = b := by
  have hfm : f = model g c b := funext hf
  rw [hfm, mean_model hp hg, isFit_iff_interpolates]
  constructor
  · intro h
    -- the parameter difference gives a function vanishing on the sample
    have h1 := hx (a - c) (β - b) (fun i => by rw [model_sub, h i, sub_self])
    exact ⟨sub_eq_zero.mp h1.1, sub_eq_zero.mp h1.2⟩
  · rintro ⟨rfl, rfl⟩ i
    rfl

/-- For an observable in the span of 1 and the controls, the least-squares fit is unique
if and only if 1 and the controls are independent on the sample. -/
theorem existsUnique_fit_iff (x : Fin n → Ω) (g : K → Ω → ℝ) (c : ℝ) (b : K → ℝ) :
    (∃! q : ℝ × (K → ℝ), IsFit x g (model g c b) q.1 q.2) ↔ IndependentOn x g := by
  constructor
  · rintro ⟨q, _, hq⟩ a β h
    have e1 := hq (c - a, b - β) ((isFit_iff_interpolates x g c b _ _).mpr
      (fun i => by rw [model_sub, h i, sub_zero]))
    have e2 := hq (c, b) ((isFit_iff_interpolates x g c b _ _).mpr (fun _ => rfl))
    have e := e1.trans e2.symm
    exact ⟨sub_eq_self.mp (congrArg Prod.fst e), sub_eq_self.mp (congrArg Prod.snd e)⟩
  · intro hx
    refine ⟨(c, b), (isFit_iff_interpolates x g c b _ _).mpr (fun _ => rfl), ?_⟩
    rintro ⟨a, β⟩ h
    have h' := (isFit_iff_interpolates x g c b a β).mp h
    have h1 := hx (a - c) (β - b) (fun i => by rw [model_sub, h' i, sub_self])
    exact Prod.ext (sub_eq_zero.mp h1.1) (sub_eq_zero.mp h1.2)

/-- Under normalised weights, and for an observable that is a constant plus a combination of
zero-mean controls, every least-squares fit has the exact mean as intercept if and only if no
combination of the controls equals 1 at all sampled points. -/
theorem intercept_exact_iff [Fintype Ω] {p : Ω → ℝ} {g : K → Ω → ℝ}
    (hp : ∑ ω, p ω = 1) (hg : ∀ k, mean p (g k) = 0) (c : ℝ) (b : K → ℝ)
    (x : Fin n → Ω) :
    (∀ a β, IsFit x g (model g c b) a β → a = mean p (model g c b)) ↔
      ¬ ∃ d : K → ℝ, ∀ i, ∑ k, d k * g k (x i) = 1 := by
  rw [mean_model hp hg]
  constructor
  · rintro h ⟨d, hd⟩
    -- moving one unit from the controls to the intercept leaves the fit perfect
    have h1 := h (c - (-1)) (b - d) ((isFit_iff_interpolates x g c b _ _).mpr
      (fun i => by
        have h2 : model g (-1) d (x i) = 0 := by
          unfold model
          rw [hd i]
          norm_num
        rw [model_sub, h2, sub_zero]))
    linarith
  · intro h a β hfit
    by_contra hne
    have hac : a - c ≠ 0 := sub_ne_zero.mpr hne
    refine h ⟨fun k => (b k - β k) / (a - c), fun i => ?_⟩
    have h1 := (isFit_iff_interpolates x g c b a β).mp hfit i
    unfold model at h1
    have h2 : ∑ k, (b k - β k) / (a - c) * g k (x i)
        = (∑ k, b k * g k (x i) - ∑ k, β k * g k (x i)) / (a - c) := by
      rw [← Finset.sum_sub_distrib, Finset.sum_div]
      exact Finset.sum_congr rfl (fun _ _ => by ring)
    rw [h2, div_eq_one_iff_eq hac]
    linarith

/-- For an arbitrary observable, subtracting a regression function shifts the parameters
of every least-squares fit by the parameters of that function. -/
theorem isFit_iff_remainder (x : Fin n → Ω) (g : K → Ω → ℝ) (f : Ω → ℝ) (c : ℝ)
    (b : K → ℝ) (a : ℝ) (β : K → ℝ) :
    IsFit x g f a β ↔ IsFit x g (fun ω => f ω - model g c b ω) (a - c) (β - b) := by
  have key : ∀ a β, sqError x g (fun ω => f ω - model g c b ω) (a - c) (β - b)
      = sqError x g f a β := by
    intro a β
    unfold sqError
    refine Finset.sum_congr rfl (fun i _ => ?_)
    rw [model_sub]
    ring
  constructor
  · intro h a' β'
    have h1 := h (a' + c) (β' + b)
    rw [← key a β, ← key (a' + c) (β' + b), add_sub_cancel_right,
      add_sub_cancel_right] at h1
    exact h1
  · intro h a' β'
    have h1 := h (a' - c) (β' - b)
    rw [key a β, key a' β'] at h1
    exact h1

/-- Weights 1/4 and 3/4 on two states. -/
def twoStateWeights : Fin 2 → ℝ := ![1 / 4, 3 / 4]

/-- A single control with values 3 and -1 on the two states. -/
def twoStateControl : Fin 1 → Fin 2 → ℝ := fun _ => ![3, -1]

/-- Three draws: the first state once and the second state twice. -/
def threeDraws : Fin 3 → Fin 2 := ![0, 1, 1]

/-- The two-state weights sum to one, the control has zero mean, and 1 and the control are
independent on the three draws. The observable `1 + 2 g` has exact mean 1, while its plain average
over the three draws is 5/3. -/
theorem isFit_iff_exact_mean_witness :
    ∑ ω, twoStateWeights ω = 1 ∧
    (∀ k, mean twoStateWeights (twoStateControl k) = 0) ∧
    IndependentOn threeDraws twoStateControl ∧
    mean twoStateWeights (model twoStateControl 1 (fun _ => 2)) = 1 ∧
    (∑ i, model twoStateControl 1 (fun _ => 2) (threeDraws i)) / 3 = 5 / 3 := by
  have hp : ∑ ω, twoStateWeights ω = 1 := by
    norm_num [twoStateWeights, Fin.sum_univ_succ]
  have hg : ∀ k, mean twoStateWeights (twoStateControl k) = 0 := by
    intro k
    norm_num [mean, twoStateWeights, twoStateControl, Fin.sum_univ_succ]
  refine ⟨hp, hg, ?_, mean_model hp hg _ _, ?_⟩
  · intro a β h
    have h0 := h 0
    have h1 := h 1
    simp [model, twoStateControl, threeDraws] at h0 h1
    refine ⟨by linarith, funext fun k => ?_⟩
    rw [Subsingleton.elim k 0]
    show β 0 = 0
    linarith
  · norm_num [model, twoStateControl, threeDraws, Fin.sum_univ_succ]

end

end RegressionControlVariates
```

```lean
#print axioms RegressionControlVariates.isFit_iff_exact_mean
#print axioms RegressionControlVariates.existsUnique_fit_iff
#print axioms RegressionControlVariates.intercept_exact_iff
#print axioms RegressionControlVariates.isFit_iff_remainder
```

```
'RegressionControlVariates.isFit_iff_exact_mean' depends on axioms: [propext, Classical.choice, Quot.sound]
'RegressionControlVariates.existsUnique_fit_iff' depends on axioms: [propext, Classical.choice, Quot.sound]
'RegressionControlVariates.intercept_exact_iff' depends on axioms: [propext, Classical.choice, Quot.sound]
'RegressionControlVariates.isFit_iff_remainder' depends on axioms: [propext, Classical.choice, Quot.sound]
```

## How the code states and proves the identity

The states form the type `Ω` and the controls are indexed by the finite type `K`. `mean p f` is $\langle f\rangle$, `model g a β` is $m_{a,\beta}$, and `sqError` is $S_f$. The sample is a map `x : Fin n → Ω`, which allows repeated states. `IsFit` compares the error at `(a, β)` with the error at every other choice of parameters. `IndependentOn` is full column rank of the design matrix whose row $i$ contains 1 and the values $g_k(x_i)$.

The main theorem is `isFit_iff_exact_mean`. Its hypotheses are the normalisation `hp`, the zero means `hg`, the expansion `hf` of $f$ at every state, and the independence `hx`. Its conclusion is the equivalence displayed at the start, which contains existence, uniqueness and the exact intercept.

The proof follows the derivation:

- `mean_model` computes the mean, with `Finset.sum_comm` exchanging the sums over states and controls.
- `isFit_iff_interpolates` turns minimisation into interpolation. `Finset.single_le_sum` bounds one squared residual by the whole sum, which is at most the zero error of the true parameters.
- `model_sub` expresses linearity in the parameters. The main proof applies `hx` to `a - c` and `β - b`, and reads off the two equalities.

`existsUnique_fit_iff` constructs the second fit described above and uses uniqueness to identify it with the true parameters. `intercept_exact_iff` shifts one unit between the controls and the intercept in one direction, and divides by the nonzero number `a - c` in the other. In `isFit_iff_remainder`, the equality `key` matches the squared errors, and competing parameters are shifted in the same way. Finally, `isFit_iff_exact_mean_witness` verifies the numbers of the two-state example and shows that it meets the hypotheses of the main theorem.

## Exactness depends on the span, the known means and the rank

The theorem is deterministic. It makes no assumption about how the sample was drawn, so correlated draws, or draws from the wrong distribution, do not affect the conclusion. The weights enter only through their normalisation, $\langle f\rangle$ and the zero means of the controls. The theorem also allows negative weights, which physical probabilities never are.

The condition $\langle g_k\rangle=0$ stands for exact prior knowledge about the controls, such as a symmetry or a sum rule of the distribution. It is assumed, not derived. Centring a control by its sample average does not supply it in general.

The expansion of $f$ is assumed to hold exactly at every state. For an observable outside the span, `isFit_iff_remainder` still relates the fits of $f$ and $r$, but the file gives no bound on the bias or variance of the intercept.

Independence is a property of the sample as well as of the functions. It requires at least one more distinct sampled state than there are controls, and controls that are independent on $\Omega$ can become dependent on a short list of draws. A code can test the rank of its design matrix before it trusts the coefficients.

The arithmetic is that of real numbers. Rounding errors, ill-conditioned design matrices, regularised fits and continuous state spaces are not treated.
